# Inward integration of a constant-coefficient Dirac tail: the ratio error from setting one component to zero

## An atomic orbital cut off at a finite radius

In a relativistic density functional calculation for an atom, a bound orbital has a large radial component $P(r)$ and a small one $Q(r)$. A common way to find them is to integrate the radial Dirac equations outward from the nucleus and inward from a large radius, and to compare the ratio $Q/P$ where the two solutions meet. The inward integration needs starting values. If one component is simply set to zero at the outer end, how wrong is the ratio at the meeting point?

In atomic units, with $c$ the speed of light, $V$ the potential, $\kappa$ the angular quantum number and $E$ the energy without the rest energy, one common sign convention reads

$$P'=-\frac{\kappa}{r}P+\frac{E-V+2c^2}{c}\,Q,\qquad Q'=\frac{\kappa}{r}Q-\frac{E-V}{c}\,P .$$

Far out, drop $V$ and $\kappa/r$. What remains is

$$P'=aQ,\qquad Q'=bP,\qquad a=\frac{E+2c^2}{c},\quad b=-\frac{E}{c}.$$

Both constants are positive when $-2c^2<E<0$, the energy range of a bound state. From here on $r$ is the distance outward from the meeting point, so $r=0$ is not the nucleus, and the integration starts at $r=R$.

## The two errors and their signs

Put $L=\sqrt{ab}$, a decay rate and not a length, and $t=-\sqrt{b/a}$. On the half-line $r\ge 0$, a solution has $P\to0$ exactly when $Q(0)=tP(0)$, so $t$ is the ratio to aim for. For a computed ratio $\rho=Q(0)/P(0)$, the signed relative error is $(\rho-t)/t$. It is positive when $\rho$ is negative and too large in magnitude.

- If $R\ge0$, $Q(R)=0$ and $P(R)\neq0$, then $t<\rho\le0$ and the error is $-2/(e^{2LR}+1)$.
- If $R>0$, $P(R)=0$ and $Q(R)\neq0$, then $\rho<t$ and the error is $2/(e^{2LR}-1)$.

In both cases $P(0)\neq0$. In the second case the error is at most a tolerance $\varepsilon>0$ exactly when $R\ge\ln(1+2/\varepsilon)/(2L)$.

In Lean, `IsTail a b s P Q` says that the real functions `P` and `Q` satisfy the two equations at every radius in the set `s`. This set is $[0,R]$ for the inward results and $[0,\infty)$ for the decay criterion. The derivatives are two-sided, also at the end points. The definitions `rate`, `tailRatio` and `relError` stand for $L$, $t$ and the signed error. In the theorem names, `small_zero` and `large_zero` say which component vanishes at $R$.

The theorems concern any pair that satisfies these conditions. Such pairs are easy to write down: $P=\cosh L(R-r)$, $Q=t\sinh L(R-r)$ for the first case, and the same with $\sinh$ and $\cosh$ exchanged for the second.

The step from this model to an atom that the hypotheses leave open is the replacement of the $r$-dependent coefficients by constants at every radius from the meeting point outward. This includes the radii beyond $R$, because the target $t$ is defined by decay on the whole half-line. In atomic calculations the meeting point is often chosen near the classical turning point. There $V$ is not small compared with $E$, so constants taken from far out are a poor approximation in that region. "Integration" here also means the exact solution of the equations, without the step-size error of a numerical scheme. Within this constant-coefficient model, the formulas separate the effect of the starting values from all other errors and show how far out to begin.

## A growing and a decaying combination

From the definitions, $ta=-L$ and $tL=-b$. Let $u=Q-tP$ and $v=Q+tP$. Then

$$u'=bP-taQ=-tLP+LQ=Lu,\qquad v'=bP+taQ=-tLP-LQ=-Lv .$$

Hence $u(R)=e^{LR}u(0)$ and $v(0)=e^{LR}v(R)$.

**Decay.** Since $v-u=2tP$,

$$P(r)=\frac{e^{-Lr}v(0)-e^{Lr}u(0)}{2t}.$$

If $u(0)=0$, this tends to zero. Conversely, if $P\to0$, then $u(r)=v(r)-2tP(r)\to0$, so $u(0)=e^{-Lr}u(r)$ is a constant that tends to zero, and $u(0)=0$. This is the condition $Q(0)=tP(0)$.

**Conditions at $R$.** If $Q(R)=0$, then $v(R)=tP(R)=-u(R)$, and so $v(0)=-e^{2LR}u(0)$. If $P(R)=0$, then $v(R)=Q(R)=u(R)$, and so $v(0)=e^{2LR}u(0)$. Both have the form $v(0)=s\,u(0)$ with a number $s\neq1$ (in the second case because $R>0$; this $s$ is not the set in `IsTail`), and $u(0)\neq0$ because $u(R)\neq0$. Written out,

$$(s-1)\,Q(0)=t(s+1)\,P(0).$$

If $P(0)$ were zero, $Q(0)$ would be zero too, and then $u(0)=0$, a contradiction. So division is allowed, and

$$\rho=t\,\frac{s+1}{s-1},\qquad \frac{\rho-t}{t}=\frac{2}{s-1}.$$

With $s=-e^{2LR}$ the error is $-2/(e^{2LR}+1)$, which lies in $[-1,0)$. As $t<0$, this gives $t<\rho\le0$, with $\rho=0$ at $R=0$. With $s=e^{2LR}>1$ the error is $2/(e^{2LR}-1)>0$, and so $\rho<t$.

**Cutoff radius.** For $\varepsilon>0$, the inequality $2/(e^{2LR}-1)\le\varepsilon$ is equivalent to $e^{2LR}\ge1+2/\varepsilon$. Taking logarithms gives the stated radius.

## Numbers for $a=4$, $b=1$

These values are chosen for easy arithmetic and describe no real atom: since $a+b=2c$, they would require $c=2.5$, far below the speed of light in atomic units. They give $L=2$ and $t=-0.5$. For $R=1$, $e^{2LR}=e^4\approx54.598$.

| Condition at $R$ | Relative error | $Q(0)/P(0)$ |
|---|---|---|
| $Q(R)=0$ | $-2/55.598\approx-0.0360$ | $-0.4820$ |
| $P(R)=0$ | $2/53.598\approx0.0373$ | $-0.5187$ |

For an error of at most $10^{-3}$ with $P(R)=0$, one needs $R\ge\ln(2001)/4\approx1.900$.

## The Lean file

```lean
import Mathlib

open Filter Topology

namespace DiracTailInward

noncomputable section

variable {a b R : ℝ} {P Q : ℝ → ℝ}

/-- The radial pair `P, Q` obeys the model tail equations `P' = a Q`, `Q' = b P`
at every radius in `s`. -/
def IsTail (a b : ℝ) (s : Set ℝ) (P Q : ℝ → ℝ) : Prop :=
  ∀ r ∈ s, HasDerivAt P (a * Q r) r ∧ HasDerivAt Q (b * P r) r

/-- The exponential rate `L = √(ab)`, for `a, b > 0`. -/
def rate (a b : ℝ) : ℝ := √(a * b)

/-- The ratio `t = -√(b/a)`, for `a, b > 0`. -/
def tailRatio (a b : ℝ) : ℝ := -√(b / a)

/-- The signed relative error of a ratio `ρ` with respect to `-√(b/a)`, for `a, b > 0`. -/
def relError (a b ρ : ℝ) : ℝ := (ρ - tailRatio a b) / tailRatio a b

/-- For `a, b > 0` the rate `L` is positive, the ratio `t = -√(b/a)` is negative,
and `t a = -L`, `t L = -b`. -/
theorem constants (ha : 0 < a) (hb : 0 < b) :
    0 < rate a b ∧ tailRatio a b < 0 ∧ tailRatio a b * a = -rate a b ∧
      tailRatio a b * rate a b = -b := by
  have hk : 0 < √(b / a) := Real.sqrt_pos.mpr (div_pos hb ha)
  have hk2 : √(b / a) ^ 2 * a = b := by
    rw [Real.sq_sqrt (div_pos hb ha).le, div_mul_cancel₀ b ha.ne']
  have hL : rate a b = √(b / a) * a := by
    have h : a * b = (√(b / a) * a) ^ 2 := by linear_combination (-a) * hk2
    unfold rate
    calc √(a * b) = √((√(b / a) * a) ^ 2) := congrArg Real.sqrt h
      _ = √(b / a) * a := Real.sqrt_sq (mul_pos hk ha).le
  refine ⟨by rw [hL]; exact mul_pos hk ha, neg_lt_zero.mpr hk, ?_, ?_⟩
  · rw [hL, tailRatio]; ring
  · rw [hL, tailRatio]; linear_combination -hk2

/-- A quantity with `f' = k f` on `[0, R]` is multiplied by `exp (k R)` between `0` and `R`. -/
theorem exponential_transport {f : ℝ → ℝ} {k : ℝ} (hR : 0 ≤ R)
    (hf : ∀ r ∈ Set.Icc 0 R, HasDerivAt f (k * f r) r) :
    f R = Real.exp (k * R) * f 0 := by
  -- the rescaled quantity has zero derivative
  have hg : ∀ r ∈ Set.Icc 0 R,
      HasDerivAt (fun x => Real.exp (-(k * x)) * f x) 0 r := by
    intro r hr
    have h1 : HasDerivAt (fun x => Real.exp (-(k * x)))
        (Real.exp (-(k * r)) * (-(k * 1))) r :=
      ((hasDerivAt_id' r).const_mul k).fun_neg.exp
    exact (h1.fun_mul (hf r hr)).congr_deriv (by ring)
  have hc : ContinuousOn (fun x => Real.exp (-(k * x)) * f x) (Set.Icc 0 R) :=
    fun r hr => (hg r hr).continuousAt.continuousWithinAt
  have h := constant_of_has_deriv_right_zero hc
    (fun r hr => (hg r (Set.Ico_subset_Icc_self hr)).hasDerivWithinAt) R ⟨hR, le_rfl⟩
  simp only [mul_zero, neg_zero, Real.exp_zero, one_mul] at h
  rw [← h, ← mul_assoc, ← Real.exp_add, add_neg_cancel, Real.exp_zero, one_mul]

/-- Let `P, Q` solve the tail equations on `[0, R]`, with `R ≥ 0`, `a, b > 0`, `L = √(ab)` and
`t = -√(b/a)`. Then `Q - t P` is multiplied by `exp (L R)` going outward from `0` to `R`, and
`Q + t P` is multiplied by the same factor going inward. -/
theorem modes (ha : 0 < a) (hb : 0 < b) (hR : 0 ≤ R) (h : IsTail a b (Set.Icc 0 R) P Q) :
    Q R - tailRatio a b * P R =
        Real.exp (rate a b * R) * (Q 0 - tailRatio a b * P 0) ∧
      Q 0 + tailRatio a b * P 0 =
        Real.exp (rate a b * R) * (Q R + tailRatio a b * P R) := by
  obtain ⟨-, -, h1, h2⟩ := constants ha hb
  constructor
  · exact exponential_transport (f := fun r => Q r - tailRatio a b * P r) hR fun r hr =>
      ((h r hr).2.fun_sub ((h r hr).1.const_mul (tailRatio a b))).congr_deriv
        (by linear_combination (-Q r) * h1 + P r * h2)
  · have h3 : Q R + tailRatio a b * P R =
        Real.exp (-rate a b * R) * (Q 0 + tailRatio a b * P 0) :=
      exponential_transport (f := fun r => Q r + tailRatio a b * P r) hR fun r hr =>
        ((h r hr).2.fun_add ((h r hr).1.const_mul (tailRatio a b))).congr_deriv
          (by linear_combination Q r * h1 + P r * h2)
    rw [h3, ← mul_assoc, ← Real.exp_add, neg_mul, add_neg_cancel, Real.exp_zero, one_mul]

/-- For `a, b > 0`, a solution on the half-line `r ≥ 0` has `P → 0` at large radius exactly
when `Q(0) = -√(b/a) P(0)`. -/
theorem decays_iff (ha : 0 < a) (hb : 0 < b) (h : IsTail a b (Set.Ici 0) P Q) :
    Tendsto P atTop (𝓝 0) ↔ Q 0 = tailRatio a b * P 0 := by
  obtain ⟨hL, ht, -, -⟩ := constants ha hb
  have hF : Tendsto (fun r => Real.exp (-(rate a b * r))) atTop (𝓝 0) :=
    Real.tendsto_exp_neg_atTop_nhds_zero.comp (tendsto_id.const_mul_atTop hL)
  have hEF : ∀ r, Real.exp (rate a b * r) * Real.exp (-(rate a b * r)) = 1 := fun r => by
    rw [← Real.exp_add, add_neg_cancel, Real.exp_zero]
  have hm := fun (r : ℝ) (hr : 0 ≤ r) => modes ha hb hr (fun s hs => h s hs.1)
  have h3 : ∀ r, 0 ≤ r → Real.exp (-(rate a b * r)) * (Q 0 + tailRatio a b * P 0) =
      Q r + tailRatio a b * P r := fun r hr => by
    linear_combination Real.exp (-(rate a b * r)) * (hm r hr).2 +
      (Q r + tailRatio a b * P r) * hEF r
  constructor
  · intro hP
    -- the growing amplitude is a constant that tends to zero
    have hlim := hF.mul ((hF.mul_const (Q 0 + tailRatio a b * P 0)).sub
      (hP.const_mul (2 * tailRatio a b)))
    simp only [zero_mul] at hlim
    have hconst : Tendsto (fun _ : ℝ => Q 0 - tailRatio a b * P 0) atTop (𝓝 0) := by
      refine hlim.congr' ?_
      filter_upwards [eventually_ge_atTop (0 : ℝ)] with r hr
      linear_combination Real.exp (-(rate a b * r)) * h3 r hr +
        Real.exp (-(rate a b * r)) * (hm r hr).1 +
        (Q 0 - tailRatio a b * P 0) * hEF r
    exact sub_eq_zero.mp (tendsto_nhds_unique tendsto_const_nhds hconst)
  · intro h0
    have hlim := hF.mul_const ((Q 0 + tailRatio a b * P 0) / (2 * tailRatio a b))
    rw [zero_mul] at hlim
    refine hlim.congr' ?_
    filter_upwards [eventually_ge_atTop (0 : ℝ)] with r hr
    rw [← mul_div_assoc, div_eq_iff (mul_ne_zero two_ne_zero ht.ne)]
    linear_combination h3 r hr + (hm r hr).1 + Real.exp (rate a b * r) * h0

/-- For `a, b > 0` and `t = -√(b/a)`, if `x + t y` is `s ≠ 1` times a nonzero `x - t y`, then
`y ≠ 0` and the ratio `x/y` has relative error `2/(s-1)` with respect to `t`. -/
theorem relError_of_modes {x y s : ℝ} (ha : 0 < a) (hb : 0 < b) (hs : s ≠ 1)
    (h0 : x - tailRatio a b * y ≠ 0)
    (h : x + tailRatio a b * y = s * (x - tailRatio a b * y)) :
    y ≠ 0 ∧ relError a b (x / y) = 2 / (s - 1) := by
  have hs' := sub_ne_zero.mpr hs
  have hy : y ≠ 0 := by
    rintro rfl
    have hz : (s - 1) * (x - tailRatio a b * 0) = 0 := by linear_combination -h
    exact h0 ((mul_eq_zero.mp hz).resolve_left hs')
  have hρ : x / y * (s - 1) = tailRatio a b * (s + 1) := by
    rw [div_mul_eq_mul_div, div_eq_iff hy]; linear_combination -h
  refine ⟨hy, ?_⟩
  rw [relError, div_eq_div_iff (constants ha hb).2.1.ne hs']
  linear_combination hρ

/-- For `a, b > 0` and `L = √(ab)`, a solution of the tail equations on `[0, R]`, `R ≥ 0`, with
`Q(R) = 0` and `P(R) ≠ 0` has `P(0) ≠ 0` and a ratio `Q(0)/P(0)` above `-√(b/a)` and at most zero,
with relative error `-2/(exp(2LR)+1)`. -/
theorem inward_small_zero (ha : 0 < a) (hb : 0 < b) (hR : 0 ≤ R)
    (h : IsTail a b (Set.Icc 0 R) P Q) (hQ : Q R = 0) (hP : P R ≠ 0) :
    P 0 ≠ 0 ∧ (tailRatio a b < Q 0 / P 0 ∧ Q 0 / P 0 ≤ 0) ∧
      relError a b (Q 0 / P 0) = -2 / (Real.exp (2 * rate a b * R) + 1) := by
  obtain ⟨hL, ht, -, -⟩ := constants ha hb
  obtain ⟨h1, h2⟩ := modes ha hb hR h
  rw [hQ] at h1 h2
  have hX : Real.exp (2 * rate a b * R) = Real.exp (rate a b * R) ^ 2 := by
    rw [pow_two, ← Real.exp_add]; congr 1; ring
  have hX1 : 1 ≤ Real.exp (2 * rate a b * R) := Real.one_le_exp (by positivity)
  have hD : 0 < Real.exp (2 * rate a b * R) + 1 := by linarith
  obtain ⟨hy, he⟩ := relError_of_modes (x := Q 0) (y := P 0)
    (s := -Real.exp (2 * rate a b * R)) ha hb
    (show -Real.exp (2 * rate a b * R) < 1 by linarith).ne
    (fun hz => mul_ne_zero ht.ne hP
      (by linear_combination -h1 - Real.exp (rate a b * R) * hz))
    (by rw [hX]; linear_combination h2 - Real.exp (rate a b * R) * h1)
  rw [show -Real.exp (2 * rate a b * R) - 1 = -(Real.exp (2 * rate a b * R) + 1) by ring,
    div_neg, ← neg_div] at he
  have hρ : Q 0 / P 0 - tailRatio a b =
      -2 / (Real.exp (2 * rate a b * R) + 1) * tailRatio a b := (div_eq_iff ht.ne).mp he
  have hneg : -2 / (Real.exp (2 * rate a b * R) + 1) < 0 :=
    div_neg_of_neg_of_pos (by norm_num) hD
  have hge : -1 ≤ -2 / (Real.exp (2 * rate a b * R) + 1) := by
    rw [le_div_iff₀ hD]; linarith
  exact ⟨hy, ⟨by linarith [mul_pos_of_neg_of_neg hneg ht],
    by nlinarith [mul_nonneg (sub_nonneg.mpr hge) (neg_nonneg.mpr ht.le)]⟩, he⟩

/-- For `a, b > 0` and `L = √(ab)`, a solution of the tail equations on `[0, R]`, `R > 0`, with
`P(R) = 0` and `Q(R) ≠ 0` has `P(0) ≠ 0` and a ratio `Q(0)/P(0)` below the negative value `-√(b/a)`,
with relative error `2/(exp(2LR)-1)`. -/
theorem inward_large_zero (ha : 0 < a) (hb : 0 < b) (hR : 0 < R)
    (h : IsTail a b (Set.Icc 0 R) P Q) (hP : P R = 0) (hQ : Q R ≠ 0) :
    P 0 ≠ 0 ∧ Q 0 / P 0 < tailRatio a b ∧
      relError a b (Q 0 / P 0) = 2 / (Real.exp (2 * rate a b * R) - 1) := by
  obtain ⟨hL, ht, -, -⟩ := constants ha hb
  obtain ⟨h1, h2⟩ := modes ha hb hR.le h
  rw [hP] at h1 h2
  have hX : Real.exp (2 * rate a b * R) = Real.exp (rate a b * R) ^ 2 := by
    rw [pow_two, ← Real.exp_add]; congr 1; ring
  have hX1 : 1 < Real.exp (2 * rate a b * R) := Real.one_lt_exp_iff.mpr (by positivity)
  obtain ⟨hy, he⟩ := relError_of_modes (x := Q 0) (y := P 0) ha hb hX1.ne'
    (fun hz => hQ (by linear_combination h1 + Real.exp (rate a b * R) * hz))
    (by rw [hX]; linear_combination h2 + Real.exp (rate a b * R) * h1)
  have hρ : Q 0 / P 0 - tailRatio a b =
      2 / (Real.exp (2 * rate a b * R) - 1) * tailRatio a b := (div_eq_iff ht.ne).mp he
  exact ⟨hy, by linarith [mul_neg_of_pos_of_neg (div_pos two_pos (sub_pos.mpr hX1)) ht], he⟩

/-- For `a, b, R > 0`, `L = √(ab)` and a solution of the tail equations on `[0, R]` with `P(R) = 0`
and `Q(R) ≠ 0`, the relative error of `Q(0)/P(0)` is at most `ε > 0` in absolute value exactly when
`R` is at least `log(1 + 2/ε)/(2L)`. -/
theorem cutoff_radius {ε : ℝ} (ha : 0 < a) (hb : 0 < b) (hR : 0 < R) (hε : 0 < ε)
    (h : IsTail a b (Set.Icc 0 R) P Q) (hP : P R = 0) (hQ : Q R ≠ 0) :
    |relError a b (Q 0 / P 0)| ≤ ε ↔ Real.log (1 + 2 / ε) / (2 * rate a b) ≤ R := by
  have hL := (constants ha hb).1
  have hD : 0 < Real.exp (2 * rate a b * R) - 1 :=
    sub_pos.mpr (Real.one_lt_exp_iff.mpr (by positivity))
  rw [(inward_large_zero ha hb hR h hP hQ).2.2, abs_of_pos (div_pos two_pos hD),
    div_le_iff₀ hD, div_le_iff₀ (show 0 < 2 * rate a b by positivity),
    Real.log_le_iff_le_exp (show 0 < 1 + 2 / ε by positivity), mul_comm R]
  have hswap : 2 / ε ≤ Real.exp (2 * rate a b * R) - 1 ↔
      2 ≤ (Real.exp (2 * rate a b * R) - 1) * ε := div_le_iff₀ hε
  constructor
  · intro h1
    linarith [hswap.mpr (by linarith)]
  · intro h1
    linarith [hswap.mp (by linarith)]

end

end DiracTailInward
```

```lean
#print axioms DiracTailInward.decays_iff
-- 'DiracTailInward.decays_iff' depends on axioms: [propext, Classical.choice, Quot.sound]
#print axioms DiracTailInward.inward_small_zero
-- 'DiracTailInward.inward_small_zero' depends on axioms: [propext, Classical.choice, Quot.sound]
#print axioms DiracTailInward.cutoff_radius
-- 'DiracTailInward.cutoff_radius' depends on axioms: [propext, Classical.choice, Quot.sound]
```

## From exponential transport to the cutoff radius

`constants` proves the signs of $L$ and $t$ and the identities $ta=-L$ and $tL=-b$. The later algebra uses these and no longer needs the square roots.

`exponential_transport` solves $f'=kf$ on $[0,R]$. It shows that $e^{-kr}f(r)$ has zero derivative, and `constant_of_has_deriv_right_zero` then makes this product constant. `modes` applies the lemma to $u$ with $k=L$ and to $v$ with $k=-L$. There `linear_combination` checks the two derivative calculations above from the identities in `constants`.

`decays_iff` uses `modes` at every radius $r\ge0$. In the forward direction it rewrites the constant $u(0)$ as an expression that tends to zero, and `tendsto_nhds_unique` concludes that the constant is zero. In the other direction it identifies $P(r)$ with $e^{-Lr}v(0)/(2t)$.

`relError_of_modes` is the algebra common to both conditions at $R$, with $x=Q(0)$, $y=P(0)$ and $v(0)=s\,u(0)$. It first excludes $y=0$ and then derives the error $2/(s-1)$.

`inward_small_zero` supplies $s=-e^{2LR}$, and `inward_large_zero` supplies $s=e^{2LR}$. Each verifies $u(0)\neq0$ from the component that is nonzero at $R$. The bounds on the ratio come from $\rho-t=t\cdot(\text{error})$ and the sign of $t$. For $\rho\le0$, the first theorem also uses that the error is at least $-1$.

`cutoff_radius` inserts the error formula of `inward_large_zero`, removes the absolute value because the error is positive, and turns the bound on $R$ into one on $e^{2LR}$ with `Real.log_le_iff_le_exp`. The auxiliary equivalence `hswap` moves $\varepsilon$ across the inequality, and `linarith` closes both directions.
